# Hyperfine coupling of an electron spin 1/2 to a nuclear spin $j$: eigenvalues and Landé factors

## Operators and conventions

Set $\hbar = 1$. Axes are numbered $0, 1, 2$ for $x, y, z$, and index sums such as $i+1$ are taken modulo 3, as in `Fin 3`. The algebraic steps use only products of operators, so they are stated in an arbitrary complex algebra `A`.

In Lean 4 with Mathlib:

```lean
import Mathlib

open Matrix
open scoped InnerProductSpace Kronecker

namespace HyperfineLande

noncomputable section

section Algebra

variable {A : Type*} [Ring A] [Algebra ℂ A]
```

The electron spin is $S_i = s_i/2$, with Pauli operators $s_i$, and the nuclear spin is $I_i$. `SpinPair s I j` postulates
$$s_i^2 = 1,\quad s_i s_{i+1} = \mathrm{i}\, s_{i+2},\quad [s_i, I_k] = 0,\quad [I_i, I_{i+1}] = \mathrm{i}\, I_{i+2},\quad \sum_i I_i^2 = j(j+1).$$
The field `comm` says that electron and nucleus are separate degrees of freedom, and `casimir` that the nucleus has one fixed spin. The number $j$ is any real; integer or half-integer values are neither assumed nor derived.

```lean
/-- Pauli operators `s` of an electron spin 1/2 commuting with a nuclear angular momentum `I`
whose square is `j (j + 1)`; indices are cyclic modulo 3. -/
structure SpinPair (s I : Fin 3 → A) (j : ℝ) : Prop where
  sq : ∀ i, s i * s i = 1
  cyc : ∀ i, s i * s (i + 1) = Complex.I • s (i + 2)
  comm : ∀ i k, s i * I k = I k * s i
  lie : ∀ i, I i * I (i + 1) - I (i + 1) * I i = Complex.I • I (i + 2)
  casimir : ∑ i, I i * I i = ((j : ℂ) * (j + 1)) • (1 : A)
```

The coupling is $K = \sum_i s_i I_i = 2\,\mathbf{S}\cdot\mathbf{I}$, so an isotropic hyperfine Hamiltonian with constant $A_{\mathrm{hf}}$ is $A_{\mathrm{hf}} K/2$.

```lean
/-- The hyperfine coupling operator `K = ∑ s_i I_i`. -/
def coupling (s I : Fin 3 → A) : A := ∑ i, s i * I i
```

The total angular momentum is $F_a = I_a + s_a/2$.

```lean
/-- The component `F_a = I_a + s_a / 2` of the total angular momentum. -/
def total (s I : Fin 3 → A) (a : Fin 3) : A := I a + (1 / 2 : ℂ) • s a
```

For a field $B$ along axis $a$ the Zeeman energy is $\mu_B B Z_a$, with the Bohr magneton $\mu_B$ and $Z_a = g_S s_a/2 + g_I I_a$. The electronic and nuclear g-factors $g_S, g_I$ are arbitrary reals entering with the same sign, so $g_I$ absorbs the sign and size of the nuclear moment.

```lean
/-- The Zeeman operator `g_S s_a / 2 + g_I I_a` for a field along axis `a`. -/
def zeeman (s I : Fin 3 → A) (gS gI : ℝ) (a : Fin 3) : A :=
  (gS : ℂ) • (1 / 2 : ℂ) • s a + (gI : ℂ) • I a
```

## Operator identities

Multiplying $s_{i+1}s_{i+2} = \mathrm{i}\, s_i$ from the left by $s_{i+1}$ gives $s_{i+2} = \mathrm{i}\, s_{i+1}s_i$ (`h2`), that is $s_{i+1}s_i = -\mathrm{i}\, s_{i+2}$.

```lean
variable {s I : Fin 3 → A} {j : ℝ}

/-- The Pauli product in anticyclic order: `s_(i+1) s_i = -i s_(i+2)`. -/
theorem pauli_rev (h : SpinPair s I j) (i : Fin 3) :
    s (i + 1) * s i = -(Complex.I • s (i + 2)) := by
  have e1 : ∀ i : Fin 3, i + 1 + 1 = i + 2 := by decide
  have e2 : ∀ i : Fin 3, i + 1 + 2 = i := by decide
  have h1 := h.cyc (i + 1)
  rw [e1 i, e2 i] at h1
  have h2 : s (i + 2) = Complex.I • (s (i + 1) * s i) := by
    rw [← mul_smul_comm, ← h1, ← mul_assoc, h.sq, one_mul]
  rw [h2, smul_smul, Complex.I_mul_I, neg_one_smul, neg_neg]
```

Any two different axes are cyclic neighbours, so $s_b s_a + s_a s_b = 0$ for $b \ne a$.

```lean
/-- Different Pauli operators anticommute. -/
theorem pauli_anticomm (h : SpinPair s I j) (a b : Fin 3) (hab : b ≠ a) :
    s b * s a + s a * s b = 0 := by
  have e : ∀ a b : Fin 3, b ≠ a → b = a + 1 ∨ a = b + 1 := by decide
  rcases e a b hab with rfl | rfl
  · rw [h.cyc a, pauli_rev h a, neg_add_cancel]
  · rw [h.cyc b, pauli_rev h b, add_neg_cancel]
```

Since $s$ and $I$ commute, $K^2 = \sum_{a,b} s_a s_b I_a I_b$ (`t`). The diagonal terms sum to $j(j+1)$. The cross terms pair up (`p`):
$$s_i s_{i+1} I_i I_{i+1} + s_{i+1} s_i I_{i+1} I_i = \mathrm{i}\, s_{i+2}[I_i, I_{i+1}] = -s_{i+2} I_{i+2}.$$
The three pairs sum to $-K$, so $K^2 + K = j(j+1)$; `linear_combination` adds them to the Casimir relation.

```lean
/-- The coupling obeys the quadratic equation `K² + K = j (j + 1)`. -/
theorem coupling_sq (h : SpinPair s I j) :
    coupling s I * coupling s I + coupling s I = ((j : ℂ) * (j + 1)) • (1 : A) := by
  have t : ∀ a b, s a * I a * (s b * I b) = s a * s b * (I a * I b) := by
    intro a b
    rw [mul_assoc, ← mul_assoc (I a), ← h.comm b a]
    simp only [mul_assoc]
  -- each pair of cross terms gives `i s_c [I_a, I_b] = - s_c I_c`
  have p : ∀ i, s i * s (i + 1) * (I i * I (i + 1)) + s (i + 1) * s i * (I (i + 1) * I i)
      = -(s (i + 2) * I (i + 2)) := by
    intro i
    rw [h.cyc i, pauli_rev h i, neg_mul, ← sub_eq_add_neg, ← mul_sub, h.lie i,
      smul_mul_assoc, mul_smul_comm, smul_smul, Complex.I_mul_I, neg_one_smul]
  have p0 : s 0 * s 1 * (I 0 * I 1) + s 1 * s 0 * (I 1 * I 0) = -(s 2 * I 2) := p 0
  have p1 : s 1 * s 2 * (I 1 * I 2) + s 2 * s 1 * (I 2 * I 1) = -(s 0 * I 0) := p 1
  have p2 : s 2 * s 0 * (I 2 * I 0) + s 0 * s 2 * (I 0 * I 2) = -(s 1 * I 1) := p 2
  have hc := h.casimir
  rw [Fin.sum_univ_three] at hc
  simp only [coupling, Fin.sum_univ_three, add_mul, mul_add, t, h.sq, one_mul] at hc ⊢
  linear_combination (norm := abel) p0 + p1 + p2 + hc
```

In $K s_a + s_a K = \sum_b (s_b s_a + s_a s_b) I_b$ only $b = a$ survives (`Finset.sum_eq_single`), leaving $2 I_a$.

```lean
/-- The anticommutator of the coupling with a Pauli operator: `K s_a + s_a K = 2 I_a`. -/
theorem coupling_anticomm (h : SpinPair s I j) (a : Fin 3) :
    coupling s I * s a + s a * coupling s I = (2 : ℂ) • I a := by
  unfold coupling
  rw [Finset.sum_mul, Finset.mul_sum, ← Finset.sum_add_distrib, Finset.sum_eq_single a]
  · rw [mul_assoc, ← h.comm a a, ← mul_assoc, h.sq a, one_mul, two_smul]
  · intro b _ hb
    rw [mul_assoc, ← h.comm a b, ← mul_assoc, ← mul_assoc, ← add_mul,
      pauli_anticomm h a b hb, zero_mul]
  · simp
```

Squaring, $F_a^2 = I_a^2 + s_a I_a + 1/4$, and the sum over axes is $F^2 = j(j+1) + 3/4 + K$.

```lean
/-- The square of the total angular momentum: `F² = j (j + 1) + 3/4 + K`. -/
theorem total_sq (h : SpinPair s I j) :
    ∑ a, total s I a * total s I a
      = ((j : ℂ) * (j + 1) + 3 / 4) • (1 : A) + coupling s I := by
  have t : ∀ a, total s I a * total s I a = I a * I a + s a * I a + (1 / 4 : ℂ) • (1 : A) := by
    intro a
    simp only [total, add_mul, mul_add, smul_mul_assoc, mul_smul_comm, h.sq, ← h.comm]
    module
  have hc := h.casimir
  rw [Fin.sum_univ_three] at hc
  simp only [t, Fin.sum_univ_three, coupling]
  linear_combination (norm := module) hc

end Algebra
```

## Eigenvalues and the spin projection

The algebra is now that of everywhere-defined linear maps on a complex inner-product space $V$ of any dimension. If $K\psi = k\psi$ with complex $k$, the quadratic identity gives $(k^2 + k - j(j+1))\psi = 0$, and $\psi \ne 0$ yields $(k-j)(k+j+1) = 0$.

```lean
section Hilbert

variable {V : Type*} [NormedAddCommGroup V] [InnerProductSpace ℂ V]
variable {s I : Fin 3 → Module.End ℂ V} {j : ℝ} {ψ : V}

/-- An eigenvalue of the coupling is `j` or `-j - 1`. -/
theorem coupling_eigenvalue (h : SpinPair s I j) {k : ℂ} (hψ : ψ ≠ 0)
    (hK : coupling s I ψ = k • ψ) : k = j ∨ k = -j - 1 := by
  have e := LinearMap.congr_fun (coupling_sq h) ψ
  simp only [LinearMap.add_apply, Module.End.mul_apply, hK, map_smul, LinearMap.smul_apply,
    Module.End.one_apply] at e
  have e1 : (k * k + k - j * (j + 1)) • ψ = 0 := by
    rw [sub_smul, add_smul, mul_smul, e, sub_self]
  have e2 := (smul_eq_zero.mp e1).resolve_right hψ
  have e3 : (k - j) * (k + j + 1) = 0 := by linear_combination e2
  rcases mul_eq_zero.mp e3 with e4 | e4
  · left; linear_combination e4
  · right; linear_combination e4
```

Write $\langle X\rangle = \langle\psi, X\psi\rangle$, antilinear in the first slot. The vector is not normalised; for $\psi \ne 0$, dividing both sides of each identity below by $\|\psi\|^2$ turns it into the same relation between expectation values. The $s_i$ and $I_i$ are observables, hence `IsSymmetric`, and as they commute $K$ is symmetric too (`sym`). For real $k$,
$$\langle\psi, K s_a\psi\rangle = \langle K\psi, s_a\psi\rangle = k\langle s_a\rangle, \qquad \langle\psi, s_a K\psi\rangle = k\langle s_a\rangle,$$
so the anticommutator gives $2k\langle s_a\rangle = 2\langle I_a\rangle$. Adding $\langle s_a\rangle$ gives $(2k+1)\langle s_a\rangle = 2\langle F_a\rangle$.

```lean
/-- If `K ψ = k ψ` with real `k`, then `(2k + 1) ⟨s_a⟩ = 2 ⟨F_a⟩` along every axis. -/
theorem projection (h : SpinPair s I j) (hs : ∀ i, (s i).IsSymmetric)
    (hI : ∀ i, (I i).IsSymmetric) {k : ℝ} (hK : coupling s I ψ = (k : ℂ) • ψ) (a : Fin 3) :
    (2 * (k : ℂ) + 1) * ⟪ψ, s a ψ⟫_ℂ = 2 * ⟪ψ, total s I a ψ⟫_ℂ := by
  -- `K` is a sum of products of commuting symmetric operators
  have sym : ∀ x y, ⟪coupling s I x, y⟫_ℂ = ⟪x, coupling s I y⟫_ℂ := by
    intro x y
    have t : ∀ i, ⟪s i (I i x), y⟫_ℂ = ⟪x, s i (I i y)⟫_ℂ := by
      intro i
      rw [hs i (I i x) y, hI i x (s i y)]
      exact congrArg (inner ℂ x) (LinearMap.congr_fun (h.comm i i) y).symm
    simp only [coupling, Fin.sum_univ_three, LinearMap.add_apply, Module.End.mul_apply,
      inner_add_left, inner_add_right, t]
  -- expectation value of the anticommutator
  have e := congrArg (fun T : Module.End ℂ V => ⟪ψ, T ψ⟫_ℂ) (coupling_anticomm h a)
  simp only [LinearMap.add_apply, Module.End.mul_apply, LinearMap.smul_apply, inner_add_right,
    inner_smul_right, hK, map_smul] at e
  rw [← sym ψ (s a ψ), hK, inner_smul_left, Complex.conj_ofReal] at e
  simp only [total, LinearMap.add_apply, LinearMap.smul_apply, inner_add_right, inner_smul_right]
  linear_combination e
```

`hyperfine_projection` joins the two results: for a nonzero eigenvector, $k$ is $j$ or $-j-1$, therefore real, and the projection identity holds along every axis.

```lean
/-- For a nonzero eigenvector of the coupling with eigenvalue `k`: `k` is `j` or `-j - 1`, and
`(2k + 1) ⟨s_a⟩ = 2 ⟨I_a + s_a / 2⟩` along every axis. -/
theorem hyperfine_projection (h : SpinPair s I j) (hs : ∀ i, (s i).IsSymmetric)
    (hI : ∀ i, (I i).IsSymmetric) {k : ℂ} (hψ : ψ ≠ 0) (hK : coupling s I ψ = k • ψ) :
    (k = j ∨ k = -j - 1) ∧
      ∀ a, (2 * k + 1) * ⟪ψ, s a ψ⟫_ℂ = 2 * ⟪ψ, total s I a ψ⟫_ℂ := by
  have hk := coupling_eigenvalue h hψ hK
  refine ⟨hk, fun a => ?_⟩
  obtain ⟨r, rfl⟩ : ∃ r : ℝ, k = r := by
    rcases hk with e | e
    · exact ⟨j, e⟩
    · exact ⟨-j - 1, by rw [e]; push_cast; ring⟩
  exact projection h hs hI hK a
```

## Landé factors

The hypothesis $j \ge 0$ chooses between the labels $j$ and $-j-1$, which share $j(j+1)$, and makes $2j+1$ nonzero (`hd`). Inserting $k$ into $F^2$ gives $(j+\tfrac12)(j+\tfrac32)$ for $k = j$ and $(j-\tfrac12)(j+\tfrac12)$ for $k = -j-1$, which is $F(F+1)$ for $F = j \pm \tfrac12$. At $j = 0$ the lower case is empty: symmetric $I_i$ with $\sum_i I_i^2 = 0$ vanish, so $K = 0$ and $K\psi = -\psi$ forces $\psi = 0$. With $Z_a = g_I F_a + (g_S - g_I)s_a/2$ and $2k+1 = \pm(2j+1)$,
$$\langle Z_a\rangle = g_F\langle F_a\rangle, \qquad g_F = g_I \pm \frac{g_S - g_I}{2j+1}.$$
Each `linear_combination` scales the projection identity `p` and cancels the denominator with `hu`. The two factors are exact negatives when $g_I = 0$; otherwise they have opposite signs exactly when $|g_I| < |g_S - g_I|/(2j+1)$, and at equality one of them vanishes.

```lean
/-- Landé factors for `j ≥ 0`: if `K ψ = j ψ` then `F² ψ = (j + 1/2)(j + 3/2) ψ` and
`⟨Z_a⟩ = (g_I + (g_S - g_I)/(2j + 1)) ⟨F_a⟩`; if `K ψ = (-j - 1) ψ` then
`F² ψ = (j - 1/2)(j + 1/2) ψ` and `⟨Z_a⟩ = (g_I - (g_S - g_I)/(2j + 1)) ⟨F_a⟩`. -/
theorem lande_factors (h : SpinPair s I j) (hs : ∀ i, (s i).IsSymmetric)
    (hI : ∀ i, (I i).IsSymmetric) (hj : 0 ≤ j) (gS gI : ℝ) (a : Fin 3) :
    (coupling s I ψ = (j : ℂ) • ψ →
      (∑ b, total s I b * total s I b) ψ = (((j : ℂ) + 1 / 2) * (j + 3 / 2)) • ψ ∧
      ⟪ψ, zeeman s I gS gI a ψ⟫_ℂ
        = (gI + (gS - gI) / (2 * (j : ℂ) + 1)) * ⟪ψ, total s I a ψ⟫_ℂ) ∧
    (coupling s I ψ = (-(j : ℂ) - 1) • ψ →
      (∑ b, total s I b * total s I b) ψ = (((j : ℂ) - 1 / 2) * (j + 1 / 2)) • ψ ∧
      ⟪ψ, zeeman s I gS gI a ψ⟫_ℂ
        = (gI - (gS - gI) / (2 * (j : ℂ) + 1)) * ⟪ψ, total s I a ψ⟫_ℂ) := by
  have hd : (2 * (j : ℂ) + 1) ≠ 0 := by
    have : (2 * j + 1 : ℝ) ≠ 0 := by positivity
    exact_mod_cast this
  have hu := mul_inv_cancel₀ hd
  rw [total_sq h]
  refine ⟨fun hK => ⟨?_, ?_⟩, fun hK => ⟨?_, ?_⟩⟩
  · simp only [LinearMap.add_apply, LinearMap.smul_apply, Module.End.one_apply, hK]
    module
  · have p := projection h hs hI hK a
    simp only [zeeman, total, LinearMap.add_apply, LinearMap.smul_apply, inner_add_right,
      inner_smul_right] at p ⊢
    linear_combination ((gS : ℂ) - gI) * (2 * (j : ℂ) + 1)⁻¹ / 2 * p
      - ((gS : ℂ) - gI) * ⟪ψ, s a ψ⟫_ℂ / 2 * hu
  · simp only [LinearMap.add_apply, LinearMap.smul_apply, Module.End.one_apply, hK]
    module
  · have p := projection (k := -j - 1) h hs hI (by push_cast; exact hK) a
    push_cast at p
    simp only [zeeman, total, LinearMap.add_apply, LinearMap.smul_apply, inner_add_right,
      inner_smul_right] at p ⊢
    linear_combination -((gS : ℂ) - gI) * (2 * (j : ℂ) + 1)⁻¹ / 2 * p
      - ((gS : ℂ) - gI) * ⟪ψ, s a ψ⟫_ℂ / 2 * hu

end Hilbert
```

For a single $s$ electron coupled isotropically to one nucleus, as in hydrogen or alkali ground states, these factors set the linear weak-field shifts of the two hyperfine levels that exist when the nuclear spin $j$ is nonzero; for $j = 0$ there is a single level with $g_F = g_S$. For $j = \tfrac12$, as in hydrogen, the level with $k = -j-1$ has $F = 0$: there $\langle F_a\rangle = \langle Z_a\rangle = 0$, so it has no linear shift and its factor carries no physical meaning. The theorem concerns diagonal values of $Z_a$ in zero-field eigenstates of $K$; the Breit–Rabi energies at finite field, where the levels mix, are not computed. Eigenvectors are assumed to be given.

## Two spins 1/2

The relations are realised by $s_i = \sigma_i \otimes 1$ and $I_i = 1 \otimes \sigma_i/2$ with $j = \tfrac12$, where $\sigma_i$ are the Pauli matrices.

```lean
/-- The Pauli matrices. -/
def pauli : Fin 3 → Matrix (Fin 2) (Fin 2) ℂ :=
  ![!![0, 1; 1, 0], !![0, -Complex.I; Complex.I, 0], !![1, 0; 0, -1]]

/-- Electron Pauli operators `σ ⊗ 1`. -/
def sE (i : Fin 3) : Matrix (Fin 2 × Fin 2) (Fin 2 × Fin 2) ℂ :=
  pauli i ⊗ₖ (1 : Matrix (Fin 2) (Fin 2) ℂ)

/-- Nuclear spin 1/2 operators `1 ⊗ σ / 2`. -/
def sN (i : Fin 3) : Matrix (Fin 2 × Fin 2) (Fin 2 × Fin 2) ℂ :=
  (1 / 2 : ℂ) • ((1 : Matrix (Fin 2) (Fin 2) ℂ) ⊗ₖ pauli i)
```

In `ket c`, index 0 is $\uparrow$, index 1 is $\downarrow$, and the electron comes first.

```lean
/-- The two-spin vector with coefficient `c a b` for electron state `a`, nuclear state `b`. -/
def ket (c : Matrix (Fin 2) (Fin 2) ℂ) : Fin 2 × Fin 2 → ℂ := fun x => c x.1 x.2
```

Here $K = \tfrac12\sum_i \sigma_i\otimes\sigma_i$ (`hK`). It multiplies $\uparrow\uparrow$ by $\tfrac12 = j$ and $\uparrow\downarrow - \downarrow\uparrow$, which is $\sqrt2$ times the normalised singlet, by $-\tfrac32 = -j-1$. Both roots therefore occur. The statement is about Hermitian $4\times4$ matrices; its proof checks the Pauli table entrywise and uses the Kronecker product rule.

```lean
/-- The Hermitian matrices `σ ⊗ 1` and `1 ⊗ σ / 2` obey the relations with `j = 1/2`, and the
coupling multiplies `↑↑` by `1/2` and `↑↓ - ↓↑` by `-3/2`. -/
theorem spinPair_witness :
    SpinPair sE sN (1 / 2) ∧ (∀ i, (sE i).IsHermitian) ∧ (∀ i, (sN i).IsHermitian) ∧
      coupling sE sN *ᵥ ket !![1, 0; 0, 0] = (1 / 2 : ℂ) • ket !![1, 0; 0, 0] ∧
      coupling sE sN *ᵥ ket !![0, 1; -1, 0] = (-3 / 2 : ℂ) • ket !![0, 1; -1, 0] := by
  have p1 : ∀ i, pauli i * pauli i = 1 := by
    intro i
    fin_cases i <;> ext a b <;> fin_cases a <;> fin_cases b <;> simp [pauli, mul_apply]
  have p2 : ∀ i, pauli i * pauli (i + 1) = Complex.I • pauli (i + 2) := by
    intro i
    fin_cases i <;> ext a b <;> fin_cases a <;> fin_cases b <;> simp [pauli, mul_apply]
  have p3 : ∀ i, pauli (i + 1) * pauli i = (-Complex.I) • pauli (i + 2) := by
    intro i
    fin_cases i <;> ext a b <;> fin_cases a <;> fin_cases b <;> simp [pauli, mul_apply]
  have ph : ∀ i a b, starRingEnd ℂ (pauli i a b) = pauli i b a := by
    intro i a b
    fin_cases i <;> fin_cases a <;> fin_cases b <;> simp [pauli]
  have hK : coupling sE sN = ∑ i, (1 / 2 : ℂ) • (pauli i ⊗ₖ pauli i) := by
    simp only [coupling, sE, sN, mul_smul_comm, ← mul_kronecker_mul, mul_one, one_mul]
  refine ⟨⟨fun i => ?_, fun i => ?_, fun i k => ?_, fun i => ?_, ?_⟩, fun i => ?_, fun i => ?_,
    ?_, ?_⟩
  · simp only [sE, ← mul_kronecker_mul, p1, mul_one, one_kronecker_one]
  · simp only [sE, ← mul_kronecker_mul, p2 i, mul_one, smul_kronecker]
  · simp only [sE, sN, mul_smul_comm, smul_mul_assoc, ← mul_kronecker_mul, mul_one, one_mul]
  · simp only [sN, mul_smul_comm, smul_mul_assoc, ← mul_kronecker_mul, mul_one, p2 i, p3 i,
      kronecker_smul]
    module
  · simp only [sN, mul_smul_comm, smul_mul_assoc, ← mul_kronecker_mul, mul_one, p1,
      one_kronecker_one, Fin.sum_univ_three]
    push_cast
    module
  · refine Matrix.IsHermitian.ext ?_
    rintro ⟨a, b⟩ ⟨c, d⟩
    rcases eq_or_ne b d with rfl | e
    · simp [sE, ph]
    · simp [sE, one_apply, e, e.symm]
  · refine Matrix.IsHermitian.ext ?_
    rintro ⟨a, b⟩ ⟨c, d⟩
    rcases eq_or_ne a c with rfl | e
    · simp [sN, ph]
    · simp [sN, one_apply, e, e.symm]
  all_goals
    ext ⟨a, b⟩
    fin_cases a <;> fin_cases b <;> simp [hK, Fin.sum_univ_three, mulVec, dotProduct,
      Fintype.sum_prod_type, Fin.sum_univ_two, pauli, ket] <;> norm_num

end

end HyperfineLande
```

```lean
#print axioms HyperfineLande.coupling_eigenvalue
#print axioms HyperfineLande.hyperfine_projection
#print axioms HyperfineLande.lande_factors
```

```
'HyperfineLande.coupling_eigenvalue' depends on axioms: [propext, Classical.choice, Quot.sound]
'HyperfineLande.hyperfine_projection' depends on axioms: [propext, Classical.choice, Quot.sound]
'HyperfineLande.lande_factors' depends on axioms: [propext, Classical.choice, Quot.sound]
```

## Spin–orbit coupling and the role of commutation

What follows is argued in prose only and appears nowhere in the code. Reading $I$ as orbital angular momentum $L$ at fixed $l \ge 1$ (for $l = 0$ only the upper case occurs), with $g_S = 2$ and $g_I = 1$, gives eigenvalues $l$ and $-l-1$ for $\sum_i s_i L_i$ and fine-structure factors $1 \pm 1/(2l+1)$: $4/3$ and $2/3$ for a $p$ electron.

Without `comm` both conclusions of `hyperfine_projection` can fail. On $\mathbb{C}^2$ take $s_i = \sigma_i$, $I_i = \sigma_i/2$, $j = \tfrac12$. All other hypotheses hold, but $K = \tfrac32$, which is neither $\tfrac12$ nor $-\tfrac32$, and for $\psi = \uparrow$ and $a = 2$ the projection identity would read $4 = 2$.
